# For a finite matrix G, i(G − G†)/2 is positive semidefinite exactly when no expectation value of G has a positive imaginary part

A matrix Green's function `G` is here called causal if i(G − G†)/2 is positive semidefinite, a condition on a single matrix with no reference to time or frequency. The theorem `isCausal_iff` says that this holds exactly when x†Gx has imaginary part at most zero for every complex vector x. `G` may be any finite square complex matrix, and x need not be normalised; for x of unit length, x†Gx is the expectation value of `G`. The proof first shows, in the step `key`, that the quadratic form of i(G − G†)/2 at x equals −Im(x†Gx). Both directions then follow from the sign of this number, with a separate check that i(G − G†)/2 is Hermitian.

The failing Lean file:

```lean
import Mathlib

open Matrix Filter Topology
open scoped ComplexOrder Matrix.Norms.L2Operator

namespace MatrixSCBA

noncomputable section

variable {n ι : Type*} [Fintype n] [DecidableEq n] [Fintype ι]

/-- A matrix Green's function is causal if `i (G - G†) / 2` is positive semidefinite, that is,
`(G - G†) / (2i)` is negative semidefinite. -/
def IsCausal (G : Matrix n n ℂ) : Prop := ((Complex.I / 2) • (G - Gᴴ)).PosSemidef

omit [DecidableEq n] in
/-- The expectation value of `A†` is the complex conjugate of that of `A`. -/
lemma form_conjTranspose (A : Matrix n n ℂ) (x : n → ℂ) :
    star x ⬝ᵥ Aᴴ *ᵥ x = star (star x ⬝ᵥ A *ᵥ x) := by
  rw [Matrix.dotProduct_mulVec, ← Matrix.star_mulVec]
  simp only [dotProduct, star_sum, star_mul', Pi.star_apply, star_star]
  exact Finset.sum_congr rfl fun i _ => mul_comm _ _

omit [DecidableEq n] in
/-- A matrix is causal exactly when all its expectation values have imaginary part `≤ 0`. -/
theorem isCausal_iff (G : Matrix n n ℂ) :
    IsCausal G ↔ ∀ x : n → ℂ, (star x ⬝ᵥ G *ᵥ x).im ≤ 0 := by
  have key : ∀ x : n → ℂ, star x ⬝ᵥ ((Complex.I / 2) • (G - Gᴴ)) *ᵥ x
      = ((-(star x ⬝ᵥ G *ᵥ x).im : ℝ) : ℂ) := by
    intro x
    rw [Matrix.smul_mulVec, Matrix.sub_mulVec, dotProduct_smul, dotProduct_sub,
      form_conjTranspose, smul_eq_mul, ← starRingEnd_apply, Complex.sub_conj]
    push_cast
    linear_combination ((star x ⬝ᵥ G *ᵥ x).im : ℂ) * Complex.I_sq
  rw [IsCausal, Matrix.posSemidef_iff_dotProduct_mulVec]
  constructor
  · intro h x
    have hx := h.2 x
    rw [key] at hx
    linarith [Complex.zero_le_real.1 hx]
  · intro h
    refine ⟨?_, fun x => ?_⟩
    · have hs : star (Complex.I / 2) = -(Complex.I / 2) := by simp [neg_div]
      rw [Matrix.IsHermitian, conjTranspose_smul, conjTranspose_sub,
        conjTranspose_conjTranspose, hs]
      module
    · rw [key]
      exact Complex.zero_le_real.2 (by linarith [h x])

end

end MatrixSCBA
```

The compiler's answer:

```
Main.lean:32:60: error: Tactic `rewrite` failed: Did not find an occurrence of the pattern
  ?z - (starRingEnd ℂ) ?z
in the target expression
  Complex.I / 2 * ((starRingEnd (n → ℂ)) x ⬝ᵥ G *ᵥ x - star ((starRingEnd (n → ℂ)) x ⬝ᵥ G *ᵥ x)) =
    ↑(-((starRingEnd (n → ℂ)) x ⬝ᵥ G *ᵥ x).im)

n : Type u_1
inst✝ : Fintype n
G : Matrix n n ℂ
x : n → ℂ
⊢ Complex.I / 2 * ((starRingEnd (n → ℂ)) x ⬝ᵥ G *ᵥ x - star ((starRingEnd (n → ℂ)) x ⬝ᵥ G *ᵥ x)) =
    ↑(-((starRingEnd (n → ℂ)) x ⬝ᵥ G *ᵥ x).im)
```

After these edits no error is left:

```diff
@@ -29,6 +29,8 @@
       = ((-(star x ⬝ᵥ G *ᵥ x).im : ℝ) : ℂ) := by
     intro x
+    have hc : (star x ⬝ᵥ G *ᵥ x) - star (star x ⬝ᵥ G *ᵥ x)
+        = ((2 * (star x ⬝ᵥ G *ᵥ x).im : ℝ) : ℂ) * Complex.I := Complex.sub_conj _
     rw [Matrix.smul_mulVec, Matrix.sub_mulVec, dotProduct_smul, dotProduct_sub,
-      form_conjTranspose, smul_eq_mul, ← starRingEnd_apply, Complex.sub_conj]
+      form_conjTranspose, smul_eq_mul, hc]
     push_cast
     linear_combination ((star x ⬝ᵥ G *ᵥ x).im : ℂ) * Complex.I_sq
```

What went wrong. The error says that `rw` found nothing of the form `?z - (starRingEnd ℂ) ?z`, which is the left side of `Complex.sub_conj`. The step before it, `← starRingEnd_apply`, was meant to put the conjugate of the number x†Gx into that form. But its pattern, `star` of anything, also fits the vector `star x`, and `rw` settled on that match. It therefore rewrote every `star x` to `(starRingEnd (n → ℂ)) x` and left the outer `star`, the one on the complex number, as it was, as the printed goal shows.

The repair states the needed identity beforehand as `hc`, written with `star` throughout. `Complex.sub_conj _` proves it, because `star` and `starRingEnd ℂ` agree by definition on complex numbers, and Lean can unfold this when checking a proof term, though `rw` did not see through it when searching for the pattern. The left side of `hc` now matches the goal as it stands after `smul_eq_mul`, so `rw` can use it directly, and `← starRingEnd_apply` is no longer needed.
